# Multimode Jahn–Teller stabilization: for doubly degenerate modes with positive force constants the lower surface of the linear two-state model has minimum $-\sum_i |g_i|^2/(2k_i)$

Take finitely many doubly degenerate vibrational modes $i$, each with a complex coordinate $z_i$, a force constant $k_i>0$ and a linear coupling constant $g_i$ to a pair of degenerate electronic states. The lower adiabatic surface
$$\varepsilon_-(z)=\sum_i \tfrac12 k_i|z_i|^2-\Big|\sum_i g_i z_i\Big|$$
has the minimum value $-E$, where $E=\sum_i |g_i|^2/(2k_i)$, and takes it exactly at the geometries $z_i(u)=\bar g_i u/k_i$ in which one number $u$ with $|u|=1$ is common to all modes. If at least one $g_i$ is non-zero, then $E>0$, the geometry determines $u$, and every point where the two surfaces touch lies strictly above the minimum. For real couplings the bar on $g_i$ disappears. Within this harmonic, linearly coupled two-state model the stabilization energy is a sum of single-mode terms, so that a set of computed pairs $(k_i,g_i)$ gives the depth of the minimum and each mode's share of it without a geometry search.

The Lean theorems establish the statements just made; the failures described for violated hypotheses and the numbers at the end are ordinary arguments set beside them, not machine-checked ones.

## Two electronic states, harmonic modes, linear coupling

The form of the Hamiltonian is the first assumption, and it enters through definitions. The modes are labelled by a finite type `ι`, which may be empty, in which case all sums vanish and $E=0$.

```lean
import Mathlib

open Complex Matrix ComplexConjugate

namespace MultimodeJahnTeller

noncomputable section

variable {ι : Type*} [Fintype ι]
```

The coordinate $z_i=x_i+\mathrm{i}y_i$ collects the two real components $x_i,y_i$ of a degenerate mode. Both have the same force constant, and different modes are taken to have no harmonic cross terms, as for normal modes of the symmetric geometry, so the elastic energy is $V=\sum_i k_i|z_i|^2/2$. The coupling is $W=\sum_i g_i z_i$, with complex $g_i$ at this stage.

```lean
/-- Harmonic energy of the degenerate modes with force constants `k i` and complex
coordinates `z i`. -/
def elastic (k : ι → ℝ) (z : ι → ℂ) : ℝ := ∑ i, k i * ‖z i‖ ^ 2 / 2

/-- Linear vibronic coupling `W = ∑ g i * z i` between the two electronic states. -/
def coupling (g z : ι → ℂ) : ℂ := ∑ i, g i * z i
```

The electronic matrix at a fixed geometry is
$$H=\begin{pmatrix}V&\bar W\\ W&V\end{pmatrix}=V\,\mathbb 1+(\operatorname{Re}W)\,\sigma_x+(\operatorname{Im}W)\,\sigma_y ,$$
with Pauli matrices $\sigma_x,\sigma_y$ and rows and columns numbered $0,1$ as in `Fin 2`. The zero of energy is the degenerate level at the symmetric geometry $z=0$. The surfaces $\varepsilon_\mp=V\mp|W|$ are `lower` and `upper`, the energy $E$ is `stab`, and $z(u)$ is `trough`, defined for every complex $u$.

```lean
/-- Two-state electronic Hamiltonian at geometry `z`: elastic energy on the diagonal,
`W` and its conjugate off the diagonal. -/
def hamiltonian (k : ι → ℝ) (g z : ι → ℂ) : Matrix (Fin 2) (Fin 2) ℂ :=
  !![(elastic k z : ℂ), conj (coupling g z); coupling g z, (elastic k z : ℂ)]

/-- Lower adiabatic surface `V - |W|`. -/
def lower (k : ι → ℝ) (g z : ι → ℂ) : ℝ := elastic k z - ‖coupling g z‖

/-- Upper adiabatic surface `V + |W|`. -/
def upper (k : ι → ℝ) (g z : ι → ℂ) : ℝ := elastic k z + ‖coupling g z‖

/-- Jahn-Teller stabilization energy `∑ |g i|² / (2 k i)`. -/
def stab (k : ι → ℝ) (g : ι → ℂ) : ℝ := ∑ i, ‖g i‖ ^ 2 / (2 * k i)

/-- The geometry `z i = conj (g i) u / k i`, with one factor `u` common to all modes. -/
def trough (k : ι → ℝ) (g : ι → ℂ) (u : ℂ) : ι → ℂ := fun i => conj (g i) * u / (k i : ℂ)
```

For real $\mu$ the secular determinant is
$$\det(H-\mu\mathbb 1)=(V-\mu)^2-W\bar W=(V-\mu)^2-|W|^2=(\mu-\varepsilon_-)(\mu-\varepsilon_+).$$
The theorem `adiabatic_surfaces` states that $H$ is Hermitian, that this determinant vanishes at a real $\mu$ exactly when $\mu=\varepsilon_-$ or $\mu=\varepsilon_+$, and that $\varepsilon_-\le\varepsilon_+$. It assumes nothing about $k$ or $g$. In the proof `h` is $W\bar W=|W|^2$, `hd` is the factorisation, obtained from `Matrix.det_fin_two` and `h`, and the ordering is $|W|\ge0$.

```lean
/-- The Hamiltonian is Hermitian, the real roots of its secular equation are the two
adiabatic surfaces, and the lower surface does not exceed the upper one. -/
theorem adiabatic_surfaces (k : ι → ℝ) (g z : ι → ℂ) :
    (hamiltonian k g z)ᴴ = hamiltonian k g z ∧
    (∀ μ : ℝ, (hamiltonian k g z - (μ : ℂ) • (1 : Matrix (Fin 2) (Fin 2) ℂ)).det = 0 ↔
      μ = lower k g z ∨ μ = upper k g z) ∧
    lower k g z ≤ upper k g z := by
  refine ⟨?_, fun μ => ?_, ?_⟩
  · ext i j
    fin_cases i <;> fin_cases j <;> simp [hamiltonian, Matrix.conjTranspose_apply]
  · have h : coupling g z * conj (coupling g z) = (‖coupling g z‖ : ℂ) ^ 2 := by
      rw [Complex.mul_conj, Complex.normSq_eq_norm_sq]
      exact Complex.ofReal_pow _ _
    -- the secular determinant factorises over the two surfaces
    have hd : (hamiltonian k g z - (μ : ℂ) • (1 : Matrix (Fin 2) (Fin 2) ℂ)).det
        = (((μ - lower k g z) * (μ - upper k g z) : ℝ) : ℂ) := by
      rw [Matrix.det_fin_two]
      simp [hamiltonian, lower, upper]
      linear_combination (-1 : ℂ) * h
    rw [hd, Complex.ofReal_eq_zero, mul_eq_zero, sub_eq_zero, sub_eq_zero]
  · have := norm_nonneg (coupling g z)
    unfold lower upper
    linarith
```

The model has no nuclear kinetic energy, no anharmonic or quadratic coupling terms and no third electronic state; electronic eigenvectors and their geometric phase are not treated. The surfaces are unchanged when all $z_i$ are multiplied by one phase, a symmetry that quadratic coupling generally breaks.

## Non-zero force constants make the square complete

The hypothesis `hk : ∀ i, 0 < k i` says that without vibronic coupling the symmetric geometry is a stable equilibrium in every mode. It does two jobs, and the first needs only $k_i\neq0$. For any complex $u$, expanding the modulus gives
$$\frac{k_i}{2}\Big|z_i-\frac{\bar g_i u}{k_i}\Big|^2=\frac{k_i}{2}|z_i|^2-\operatorname{Re}(\bar u\,g_i z_i)+\frac{|g_i|^2|u|^2}{2k_i},$$
where the cross term and the last term come from cancelling $k_i$ against $1/k_i$. Setting $|u|=1$ and summing over the modes yields
$$V-\operatorname{Re}(\bar u W)+E=\sum_i\frac{k_i}{2}\,|z_i-z_i(u)|^2 .$$
This is `complete_square`. The proof merges the three sums into one and compares them term by term. The single-mode identity is `key`, which still carries the factor `‖u‖ ^ 2`; it is written out in real and imaginary parts, `field_simp` clears the denominator with `hki`, the non-vanishing of $k_i$, and `ring` finishes. The hypothesis `hu` is used only in the last rewrite.

```lean
/-- Completing the square: for a phase `u`, the elastic energy minus `Re (conj u * W)` plus
the stabilization energy is the harmonic energy of the displacement from `trough k g u`. -/
theorem complete_square {k : ι → ℝ} (hk : ∀ i, 0 < k i) (g z : ι → ℂ) {u : ℂ}
    (hu : ‖u‖ = 1) :
    elastic k z - (conj u * coupling g z).re + stab k g
      = ∑ i, k i / 2 * ‖z i - trough k g u i‖ ^ 2 := by
  unfold elastic coupling stab
  rw [Finset.mul_sum, Complex.re_sum, ← Finset.sum_sub_distrib, ← Finset.sum_add_distrib]
  refine Finset.sum_congr rfl fun i _ => ?_
  have hki := (hk i).ne'
  -- mode by mode, in real and imaginary parts
  have key : k i * ‖z i‖ ^ 2 / 2 - (conj u * (g i * z i)).re
      + ‖g i‖ ^ 2 * ‖u‖ ^ 2 / (2 * k i) = k i / 2 * ‖z i - trough k g u i‖ ^ 2 := by
    simp only [trough, Complex.sq_norm, Complex.normSq_apply, Complex.sub_re, Complex.sub_im,
      Complex.div_ofReal_re, Complex.div_ofReal_im, Complex.mul_re, Complex.mul_im,
      Complex.conj_re, Complex.conj_im]
    field_simp
    ring
  rw [hu, one_pow, mul_one] at key
  exact key
```

A mode $j$ with $k_j=0$ and $g_j\ne0$, displaced alone, gives $\varepsilon_-=-|g_j||z_j|$, which has no lower bound. Lean's convention that division by zero returns zero would make `stab` omit such a mode and stay finite, so `hk` is what ties that definition to a minimum. A mode with $k_j=0$ and $g_j=0$ costs no energy, and the minimiser no longer fixes $z_j$.

## The common factor has modulus one

The condition `‖u‖ = 1` makes $u$ a direction in the plane of each degenerate mode. It is a hypothesis of `complete_square` and `on_trough`, and part of the conclusion of `lower_add_stab` and of the two minimum theorems. It links the completed square to the surface: at any geometry write $W=|W|u$ with $|u|=1$. Then $\bar uW=|W|\,u\bar u=|W|$, and the identity becomes
$$\varepsilon_-(z)+E=\sum_i\frac{k_i}{2}\,|z_i-z_i(u)|^2 .$$
When $W=0$ any phase serves. In `lower_add_stab` the phase is $e^{\mathrm{i}\arg W}$, `hW` is $|W|u=W$, `h1` is $u\bar u=1$, and `h2` combines them into $\bar uW=|W|$.

```lean
/-- At every geometry there is a phase `u` such that the lower surface plus the
stabilization energy is the harmonic energy of the displacement from `trough k g u`. -/
theorem lower_add_stab {k : ι → ℝ} (hk : ∀ i, 0 < k i) (g z : ι → ℂ) :
    ∃ u : ℂ, ‖u‖ = 1 ∧
      lower k g z + stab k g = ∑ i, k i / 2 * ‖z i - trough k g u i‖ ^ 2 := by
  -- take for `u` the phase of the coupling
  obtain ⟨u, hu, hW⟩ : ∃ u : ℂ, ‖u‖ = 1 ∧ (‖coupling g z‖ : ℂ) * u = coupling g z :=
    ⟨_, Complex.norm_exp_ofReal_mul_I (Complex.arg (coupling g z)),
      Complex.norm_mul_exp_arg_mul_I _⟩
  have h1 : u * conj u = 1 := by
    rw [Complex.mul_conj, Complex.normSq_eq_norm_sq, hu]
    simp
  have h2 : conj u * coupling g z = (‖coupling g z‖ : ℂ) := by
    linear_combination (‖coupling g z‖ : ℂ) * h1 - conj u * hW
  refine ⟨u, hu, ?_⟩
  rw [← complete_square hk g z hu, h2, Complex.ofReal_re, lower]
```

At $z(u)$ the coupling is $W=\sum_i g_i\bar g_i u/k_i=2Eu$. Its modulus is $2E|u|=2E$, which uses both $|u|=1$ and $E\ge0$, the latter from $k_i>0$. The elastic energy is $V=\sum_i k_i|g_i|^2/(2k_i^2)=E$, so $\varepsilon_-=E-2E=-E$, and the gap is $\varepsilon_+-\varepsilon_-=2|W|=4E$. The theorem `on_trough` lists $W=2Eu$, $|W|=2E$, $\varepsilon_-=-E$ and the gap. Its proof establishes `hE` ($E\ge0$), then `hW` ($W=2Eu$) and `hn` ($|W|=2E$) by the arguments above, but finds $V$ differently: at $z=z(u)$ every square in `complete_square` is zero (`h0`) and $\bar uW=2E$ (`h2`), which leaves $V-2E+E=0$.

```lean
/-- At `trough k g u` with `u` a phase, the coupling is `2 E u` and has modulus `2 E`, the
lower surface is `-E`, and the gap between the surfaces is `4 E`, where `E = stab k g`. -/
theorem on_trough {k : ι → ℝ} (hk : ∀ i, 0 < k i) (g : ι → ℂ) {u : ℂ} (hu : ‖u‖ = 1) :
    coupling g (trough k g u) = ((2 * stab k g : ℝ) : ℂ) * u ∧
    ‖coupling g (trough k g u)‖ = 2 * stab k g ∧
    lower k g (trough k g u) = -stab k g ∧
    upper k g (trough k g u) - lower k g (trough k g u) = 4 * stab k g := by
  have hE : 0 ≤ stab k g := by
    unfold stab
    refine Finset.sum_nonneg fun i _ => ?_
    have := hk i
    positivity
  have hW : coupling g (trough k g u) = ((2 * stab k g : ℝ) : ℂ) * u := by
    unfold coupling trough stab
    push_cast
    rw [Finset.mul_sum, Finset.sum_mul]
    refine Finset.sum_congr rfl fun i _ => ?_
    have h : g i * conj (g i) = (‖g i‖ : ℂ) ^ 2 := by
      rw [Complex.mul_conj, Complex.normSq_eq_norm_sq]
      exact Complex.ofReal_pow _ _
    rw [← h]
    ring
  have hn : ‖coupling g (trough k g u)‖ = 2 * stab k g := by
    rw [hW, norm_mul, hu, mul_one, Complex.norm_real, Real.norm_eq_abs,
      abs_of_nonneg (by linarith)]
  have h1 : u * conj u = 1 := by
    rw [Complex.mul_conj, Complex.normSq_eq_norm_sq, hu]
    simp
  have h2 : conj u * coupling g (trough k g u) = ((2 * stab k g : ℝ) : ℂ) := by
    rw [hW]
    linear_combination ((2 * stab k g : ℝ) : ℂ) * h1
  -- the completed square vanishes, which fixes the elastic energy
  have h0 : ∑ i, k i / 2 * ‖trough k g u i - trough k g u i‖ ^ 2 = 0 := by simp
  have h := complete_square hk g (trough k g u) hu
  rw [h0, h2, Complex.ofReal_re] at h
  refine ⟨hW, hn, ?_, ?_⟩
  · unfold lower
    linarith
  · unfold lower upper
    linarith
```

For general $u$ one has $V=|u|^2E$ and $|W|=2|u|E$, so $\varepsilon_-(z(u))=(|u|-1)^2E-E$. When $E>0$, a factor of any other modulus misses the minimum.

## The sign of the force constants gives the bound and the equality case

The second job of `hk` is to make each term $\tfrac12k_i|z_i-z_i(u)|^2$ non-negative. The sum is then non-negative, so $\varepsilon_-(z)\ge-E$ everywhere, and $z(1)$ reaches $-E$. If $\varepsilon_-(z)=-E$, a sum of non-negative terms vanishes, hence each term does, and $k_i/2\neq0$ gives $z_i=z_i(u)$ for every $i$ with the same $u$. Conversely every $z(u)$ with $|u|=1$ has energy $-E$.

In `multimode_stabilization`, the expression `IsLeast (Set.range (lower k g)) (-stab k g)` says that $-E$ is one of the values of the lower surface and that no value is smaller. The second part is an equivalence for each geometry `z`: its energy is $-E$ if and only if it equals `trough k g u` for some phase. The couplings are arbitrary complex numbers and may all vanish. The non-negativity is `hnn`; the lower bound applies `Finset.sum_nonneg` to the identity from `lower_add_stab`; the equality case applies `Finset.sum_eq_zero_iff_of_nonneg` and removes the factor with `half_pos (hk i)`; attainment and the converse quote `on_trough`.

```lean
/-- Multimode Jahn-Teller stabilization: the minimum of the lower surface over all
geometries is `-stab k g`, attained exactly at `trough k g u` with `|u| = 1`. -/
theorem multimode_stabilization {k : ι → ℝ} (hk : ∀ i, 0 < k i) (g : ι → ℂ) :
    IsLeast (Set.range (lower k g)) (-stab k g) ∧
    ∀ z, lower k g z = -stab k g ↔ ∃ u : ℂ, ‖u‖ = 1 ∧ z = trough k g u := by
  have hnn : ∀ (z : ι → ℂ) (u : ℂ), ∀ i ∈ (Finset.univ : Finset ι),
      0 ≤ k i / 2 * ‖z i - trough k g u i‖ ^ 2 := fun z u i _ => by
    have := hk i
    positivity
  refine ⟨⟨⟨trough k g 1, (on_trough hk g norm_one).2.2.1⟩, ?_⟩, fun z => ⟨fun hz => ?_, ?_⟩⟩
  · rintro _ ⟨z, rfl⟩
    obtain ⟨u, -, h⟩ := lower_add_stab hk g z
    have := Finset.sum_nonneg (hnn z u)
    linarith
  · obtain ⟨u, hu, h⟩ := lower_add_stab hk g z
    -- equality forces every square to vanish
    have h0 : ∑ i, k i / 2 * ‖z i - trough k g u i‖ ^ 2 = 0 := by linarith
    refine ⟨u, hu, funext fun i => ?_⟩
    have hi := (Finset.sum_eq_zero_iff_of_nonneg (hnn z u)).mp h0 i (Finset.mem_univ i)
    have hsq := (mul_eq_zero.mp hi).resolve_left (half_pos (hk i)).ne'
    exact sub_eq_zero.mp (norm_eq_zero.mp ((pow_eq_zero_iff two_ne_zero).mp hsq))
  · rintro ⟨u, hu, rfl⟩
    exact (on_trough hk g hu).2.2.1
```

With a negative $k_j$, which describes a symmetric geometry already unstable without the coupling, displacing mode $j$ alone gives $\varepsilon_-\le k_j|z_j|^2/2$, and the surface has no lower bound.

## At least one mode couples

The hypothesis `hg : ∃ i, g i ≠ 0` says that some mode splits the electronic degeneracy at first order in the displacement. The Jahn–Teller theorem is a symmetry argument that a non-linear molecule in an orbitally degenerate state has modes for which such a coupling is allowed. These modes need not be doubly degenerate: for an E state of a square molecule they are non-degenerate modes of two symmetry types, b1 and b2, which this model does not cover. With one mode of each type, the depth in linear coupling is the larger of the two single-mode energies, not their sum. No point group appears here, and the non-zero coupling is an input.

Let $g_i\ne0$, with all force constants positive as before. Then $E$ is a sum of non-negative terms with the positive term $|g_i|^2/(2k_i)$, so $E>0$. If $z(u)=z(v)$ for complex $u,v$, mode $i$ gives $\bar g_iu/k_i=\bar g_iv/k_i$ and so $u=v$. If the surfaces touch, $V-|W|=V+|W|$ forces $|W|=0$, and $\varepsilon_-=V\ge0>-E$. These are the three parts of `of_coupling_ne_zero`. The proof uses `Finset.sum_pos'` for the first, cancels $k_i$ and $\bar g_i$ in `h'` for the second, and combines `hE` with `hV`, the bound $V\ge0$, for the third. The intersection seam enters as the condition `lower k g z = upper k g z`; its dimension and the conical shape of the surfaces near it are not part of the statement. With one mode the seam is the point $z=0$, and with more modes it contains displaced geometries whose contributions to $W$ cancel.

```lean
/-- If some mode couples, the stabilization energy is positive, `trough k g u` determines
`u`, and wherever the two surfaces touch the lower one lies strictly above `-stab k g`. -/
theorem of_coupling_ne_zero {k : ι → ℝ} (hk : ∀ i, 0 < k i) {g : ι → ℂ}
    (hg : ∃ i, g i ≠ 0) :
    0 < stab k g ∧ Function.Injective (trough k g) ∧
    ∀ z, lower k g z = upper k g z → -stab k g < lower k g z := by
  obtain ⟨i, hi⟩ := hg
  have hE : 0 < stab k g := by
    unfold stab
    refine Finset.sum_pos' (fun j _ => ?_) ⟨i, Finset.mem_univ i, ?_⟩
    · have := hk j
      positivity
    · have := hk i
      have := norm_pos_iff.mpr hi
      positivity
  refine ⟨hE, fun u v h => ?_, fun z hz => ?_⟩
  · have hki : (k i : ℂ) ≠ 0 := Complex.ofReal_ne_zero.mpr (hk i).ne'
    have hc : conj (g i) ≠ 0 := by simpa using hi
    have h' : conj (g i) * u / (k i : ℂ) = conj (g i) * v / (k i : ℂ) := congrFun h i
    exact mul_left_cancel₀ hc ((div_left_inj' hki).mp h')
  · have hV : 0 ≤ elastic k z := by
      unfold elastic
      refine Finset.sum_nonneg fun j _ => ?_
      have := hk j
      positivity
    unfold lower upper at hz
    unfold lower
    linarith
```

If all $g_i$ vanish, then $E=0$, the surfaces coincide everywhere and $z(u)=0$ for every $u$. The main theorem remains true, with the origin as the only minimiser, while all three conclusions above fail.

## Real couplings

Reality of $g_i$ is a choice of axes: a phase of $g_i$ can be absorbed by rotating $(x_i,y_i)$, which leaves $V$ unchanged. It enters only through $|g_i|^2=g_i^2$ and $\bar g_i=g_i$. Within each minimiser the displacements $z_i=g_iu/k_i$ then lie along the line of $u$, with modes of negative $g_i$ displaced opposite to those of positive $g_i$.

The theorem `multimode_stabilization_real` writes all sums explicitly, takes `g : ι → ℝ` under `hk` and `hg`, and strengthens "some phase" to `∃!`, exactly one phase. In the proof `hE` and `hT` are the two simplifications, the minimum comes from `multimode_stabilization`, and `hg` is used only to obtain `hinj`, the injectivity that gives uniqueness.

```lean
/-- For real couplings, not all zero, the minimum of `∑ k |z|²/2 - |∑ g z|` is
`-∑ g²/(2k)`, attained exactly when `z i = g i u / k i` for a unique common phase `u`. -/
theorem multimode_stabilization_real {k g : ι → ℝ} (hk : ∀ i, 0 < k i)
    (hg : ∃ i, g i ≠ 0) :
    IsLeast (Set.range fun z : ι → ℂ => (∑ i, k i * ‖z i‖ ^ 2 / 2) - ‖∑ i, (g i : ℂ) * z i‖)
      (-(∑ i, g i ^ 2 / (2 * k i))) ∧
    ∀ z : ι → ℂ,
      (∑ i, k i * ‖z i‖ ^ 2 / 2) - ‖∑ i, (g i : ℂ) * z i‖ = -(∑ i, g i ^ 2 / (2 * k i)) ↔
        ∃! u : ℂ, ‖u‖ = 1 ∧ z = fun i => (g i : ℂ) * u / (k i : ℂ) := by
  have hE : stab k (fun i => (g i : ℂ)) = ∑ i, g i ^ 2 / (2 * k i) := by simp [stab]
  have hT : ∀ u : ℂ, trough k (fun i => (g i : ℂ)) u = fun i => (g i : ℂ) * u / (k i : ℂ) := by
    intro u
    funext i
    simp [trough]
  have hg' : ∃ i, (fun i => (g i : ℂ)) i ≠ 0 :=
    hg.imp fun i hi => Complex.ofReal_ne_zero.mpr hi
  have hinj := (of_coupling_ne_zero hk hg').2.1
  have h := multimode_stabilization hk (fun i => (g i : ℂ))
  rw [hE] at h
  refine ⟨h.1, fun z => (h.2 z).trans ⟨?_, ?_⟩⟩
  · rintro ⟨u, hu, rfl⟩
    exact ⟨u, ⟨hu, hT u⟩, fun v hv => hinj ((hT v).trans hv.2.symm)⟩
  · rintro ⟨u, ⟨hu, hz⟩, -⟩
    exact ⟨u, hu, hz.trans (hT u).symm⟩

end

end MultimodeJahnTeller
```

```lean
#print axioms MultimodeJahnTeller.adiabatic_surfaces
-- 'MultimodeJahnTeller.adiabatic_surfaces' depends on axioms: [propext, Classical.choice, Quot.sound]
#print axioms MultimodeJahnTeller.multimode_stabilization
-- 'MultimodeJahnTeller.multimode_stabilization' depends on axioms: [propext, Classical.choice, Quot.sound]
#print axioms MultimodeJahnTeller.multimode_stabilization_real
-- 'MultimodeJahnTeller.multimode_stabilization_real' depends on axioms: [propext, Classical.choice, Quot.sound]
```

For complex couplings the conjugate matters. With two modes of unit force constant and $g=(1,\mathrm{i})$, the unconjugated point $z=(u,\mathrm{i}u)$ has $W=u-u=0$ and lies on the seam.

## Two modes with $k=(3,4)$ and $g=(3,-4)$

Number the modes $0$ and $1$. The stabilization energy is $E=9/6+16/8=3.5$, and the minimisers are $(z_0,z_1)=(u,-u)$ with $|u|=1$. There $V=3/2+4/2=3.5$ and $W=3u+4u=7u=2Eu$, so $\varepsilon_-=-3.5$, $\varepsilon_+=10.5$ and the gap is $14=4E$.

The point $z=(1,-\mathrm{i})$ has the same moduli but is not of the form $(u,-u)$. Again $V=3.5$, but $W=3+4\mathrm{i}$, so $|W|=5$, $\varepsilon_-=-1.5$ and $\varepsilon_-+E=2$. The phase of $W$ is $u=(3+4\mathrm{i})/5$, and the squares are $\tfrac32|1-u|^2=\tfrac32(2-\tfrac65)=1.2$ and $2|u-\mathrm{i}|^2=2(2-\tfrac85)=0.8$, which add up to $2$. The point $z=(4,3)$ has $W=12-12=0$, and both surfaces take the value $V=24+18=42$.
